# Diagonal and nearest-neighbour entries of the inverse of a symmetric tridiagonal chain with nonzero pivots

Q: Take two sites, with

\[
A=\begin{pmatrix}1&0\\ l_0&1\end{pmatrix}\begin{pmatrix}d_0&0\\0&d_1\end{pmatrix}\begin{pmatrix}1&l_0\\0&1\end{pmatrix}=\begin{pmatrix}d_0&l_0d_0\\ l_0d_0&d_1+l_0^2d_0\end{pmatrix}.
\]

The determinant is \(d_0d_1\). If both factors are nonzero, \(G=A^{-1}\) has \(G_{11}=1/d_1\), \(G_{01}=-l_0/d_1\) and \(G_{00}=1/d_0+l_0^2/d_1\). Where is the mechanism in that?

A: Write the last two as \(G_{01}=-l_0G_{11}\) and \(G_{00}=1/d_0+l_0^2G_{11}\). Each entry needs only the diagonal entry one site to the right, and this persists on sites \(0,\dots,N\). Let \(L\) have ones on the diagonal and \(l_i\) at position \((i+1,i)\), let \(D\) be diagonal with nonzero pivots \(d_i\), and let \(A=LDL^T\).

Since \(\det L=1\), \(\det A=\prod_i d_i\neq0\), so \(G=A^{-1}\) exists. Put \(X=DL^TG\); then \(LX=1\), which in components reads

\[
X_{0j}=\delta_{0j},\qquad X_{i+1,j}+l_iX_{ij}=\delta_{i+1,j}.
\]

Fix \(j\) and go down the rows. As long as \(i+1\le j\), the previous entry \(X_{ij}\) lies above the diagonal and is zero, so \(X_{i+1,j}=\delta_{i+1,j}\). Hence \(X_{ij}=\delta_{ij}\) for all \(i\le j\). Writing out \(X=DL^TG\) at three kinds of position gives

\[
d_NG_{NN}=1,\quad d_i(G_{i,i+1}+l_iG_{i+1,i+1})=0,\quad d_i(G_{ii}+l_iG_{i+1,i})=1.
\]

The first two give \(G_{NN}=1/d_N\) and \(G_{i,i+1}=-l_iG_{i+1,i+1}\). As \(A\) is symmetric, so is \(G\), and putting \(G_{i+1,i}=-l_iG_{i+1,i+1}\) into the third gives \(G_{ii}=1/d_i+l_i^2G_{i+1,i+1}\).

Q: I accept the algebra. What are the matrices in the Lean file?

A: The entries lie in an arbitrary field `K`, real or complex numbers included. The index type `Fin (N + 1)` is the set of sites \(0,\dots,N\), so `N` counts bonds, and `N = 0` is a single site.

```lean
import Mathlib

open Matrix

namespace ChainSelectedInversion

noncomputable section

variable {K : Type*} [Field K] {N : ℕ}
```

The factor \(L\) is `lower N l`, and \(LDL^T\) is `ldlt N l d`. The coefficients are sequences on all natural numbers, but only their values on the chain enter.

```lean
/-- The unit lower bidiagonal factor on sites `0, …, N`, with subdiagonal entries `l i`. -/
def lower (N : ℕ) (l : ℕ → K) : Matrix (Fin (N + 1)) (Fin (N + 1)) K :=
  Matrix.of fun i j => (if (i : ℕ) = j then 1 else 0) + (if (i : ℕ) = j + 1 then l j else 0)

/-- The matrix `L D Lᵀ` built from the multipliers `l` and the pivots `d`. -/
def ldlt (N : ℕ) (l d : ℕ → K) : Matrix (Fin (N + 1)) (Fin (N + 1)) K :=
  lower N l * Matrix.diagonal (fun i : Fin (N + 1) => d i) * (lower N l)ᵀ
```

Q: My Hamiltonian comes with on-site energies and hoppings, not with multipliers and pivots.

A: That is `chain N a b`, with energy \(a_i\) on site \(i\) and hopping \(b_i\) between \(i\) and \(i+1\). Comparing its entries with those of \(LDL^T\) gives \(a_0=d_0\), \(b_i=l_id_i\) and \(a_{i+1}=d_{i+1}+l_i^2d_i\). Therefore \(l_i=b_i/d_i\) and \(d_{i+1}=a_{i+1}-b_i^2/d_i\), which is the recursion in `pivot`.

```lean
/-- The chain Hamiltonian with on-site energies `a i` and hopping `b i` between
sites `i` and `i + 1`. -/
def chain (N : ℕ) (a b : ℕ → K) : Matrix (Fin (N + 1)) (Fin (N + 1)) K :=
  Matrix.of fun i j => (if (i : ℕ) = j then a i else 0) +
    (if (i : ℕ) = j + 1 then b j else 0) + (if (i : ℕ) + 1 = j then b i else 0)

/-- The pivots of the chain Hamiltonian, from eliminating sites from the left; the
recursion is meaningful as long as the preceding pivots are nonzero. -/
def pivot (a b : ℕ → K) : ℕ → K
  | 0 => a 0
  | i + 1 => a (i + 1) - b i ^ 2 / pivot a b i
```

For a resolvent \((E-H)^{-1}\), take \(a_i=E-\varepsilon_i\) and \(b_i=-t_i\), where \(H\) has site energies \(\varepsilon_i\) and hoppings \(t_i\). For a finite, non-interacting chain with real \(H\) and \(E\) slightly above the real axis, \(-1/\pi\) times the imaginary part of the diagonal is the broadened local density of states.

Q: And the condition that no pivot vanishes? Nature doesn't promise me that.

A: No, it is assumed. The pivot \(d_i\) is the diagonal entry left on site \(i\) after the sites to its left have been eliminated, and the first zero pivot means that the chain cut off after that site has a zero eigenvalue. This can happen even when the whole chain is invertible: two sites with zero energies and unit hopping are an example. For a resolvent with real \(H\) and non-real \(E\), no truncated chain is singular, so the condition holds.

The transpose carries no complex conjugation, so Hermitian chains with complex hoppings are not covered, nor are periodic chains or longer-range hopping.

Q: Then show me how the proof follows your derivation.

A: The first two lemmas are the component equations for \(LX\). Each writes a row of \(L\) as one or two indicator functions, after which the matrix-product sum collapses.

```lean
/-- The first row of `L X` is the first row of `X`. -/
theorem lower_mul_zero (l : ℕ → K) (X : Matrix (Fin (N + 1)) (Fin (N + 1)) K)
    (j : Fin (N + 1)) : (lower N l * X) 0 j = X 0 j := by
  have e : ∀ k : Fin (N + 1), lower N l 0 k = if 0 = k then 1 else 0 := by
    intro k
    by_cases hk : 0 = k
    · subst hk
      simp [lower]
    · have h : ¬ 0 = (k : ℕ) := fun h => hk (Fin.ext (by rw [Fin.val_zero]; exact h))
      simp [lower, hk, h]
  simp only [Matrix.mul_apply, e, ite_mul, one_mul, zero_mul, Finset.sum_ite_eq,
    Finset.mem_univ, if_true]

/-- Each later row of `L X` couples a site to its left neighbour. -/
theorem lower_mul_succ (l : ℕ → K) (X : Matrix (Fin (N + 1)) (Fin (N + 1)) K)
    (i : Fin N) (j : Fin (N + 1)) :
    (lower N l * X) i.succ j = X i.succ j + l i * X i.castSucc j := by
  have e : ∀ k : Fin (N + 1), lower N l i.succ k =
      (if i.succ = k then 1 else 0) + (if i.castSucc = k then l i else 0) := by
    intro k
    by_cases hk : i.castSucc = k
    · subst hk
      simp [lower, Fin.ext_iff]
    · have h : ¬ (i : ℕ) = k := fun h => hk (Fin.ext h)
      simp [lower, Fin.ext_iff, h]
  simp only [Matrix.mul_apply, e, add_mul, Finset.sum_add_distrib, ite_mul, one_mul,
    zero_mul, Finset.sum_ite_eq, Finset.mem_univ, if_true]
```

Forward substitution is induction on the row `i` with the column `j` fixed. The induction hypothesis makes the entry above vanish, just as before.

```lean
/-- Forward substitution: a solution of `L X = 1` has unit diagonal and vanishes above it. -/
theorem forward_substitution (l : ℕ → K) (X : Matrix (Fin (N + 1)) (Fin (N + 1)) K)
    (h : lower N l * X = 1) (i j : Fin (N + 1)) (hij : i ≤ j) :
    X i j = if i = j then 1 else 0 := by
  induction i using Fin.induction with
  | zero => rw [← lower_mul_zero l X j, h, Matrix.one_apply]
  | succ i ih =>
    have h1 : (i : ℕ) + 1 ≤ j := hij
    have hlt : i.castSucc < j := Fin.lt_def.2 (Nat.lt_of_succ_le h1)
    have hs := lower_mul_succ l X i j
    rw [h, Matrix.one_apply, ih hlt.le, if_neg hlt.ne, mul_zero, add_zero] at hs
    exact hs.symm
```

Q: Does the symbol `⁻¹` really denote an inverse here? Lean assigns a value to it for singular matrices too.

A: It does when all pivots are nonzero, as the theorems about the inverse assume, because the determinant is the product of the pivots. The triangular factor contributes one.

```lean
/-- The determinant of `L D Lᵀ` is the product of the pivots. -/
theorem ldlt_det (l d : ℕ → K) : (ldlt N l d).det = ∏ i : Fin (N + 1), d i := by
  have hL : (lower N l).det = 1 := by
    rw [Matrix.det_of_isLowerTriangular]
    · simp [lower]
    · intro i j hij
      have h : (i : ℕ) < j := Fin.lt_def.1 (OrderDual.toDual_lt_toDual.1 hij)
      have h1 : ¬ (i : ℕ) = j := by omega
      have h2 : ¬ (i : ℕ) = j + 1 := by omega
      simp [lower, h1, h2]
  rw [ldlt, Matrix.det_mul, Matrix.det_mul, Matrix.det_transpose, hL, Matrix.det_diagonal]
  simp
```

In `half_solve` the pivots are assumed nonzero, so the determinant is nonzero and \(AG=1\). Regrouping this as \(L(DL^TG)=1\) lets forward substitution apply, and the result is \(X_{ij}=\delta_{ij}\) on and above the diagonal.

```lean
/-- On and above the diagonal, `D Lᵀ G` agrees with the identity, where `G` is the
inverse of `L D Lᵀ`. -/
theorem half_solve (l d : ℕ → K) (hd : ∀ i ≤ N, d i ≠ 0) (i j : Fin (N + 1)) (hij : i ≤ j) :
    d i * ((lower N l)ᵀ * (ldlt N l d)⁻¹) i j = if i = j then 1 else 0 := by
  have hdet : IsUnit (ldlt N l d).det := by
    rw [ldlt_det]
    have hne : (∏ i : Fin (N + 1), d i) ≠ 0 :=
      Finset.prod_ne_zero_iff.2 fun i _ => hd i (Nat.le_of_lt_succ i.isLt)
    exact hne.isUnit
  have h2 : lower N l * (Matrix.diagonal (fun i : Fin (N + 1) => d i) *
      ((lower N l)ᵀ * (ldlt N l d)⁻¹)) = 1 := by
    rw [← Matrix.mul_assoc, ← Matrix.mul_assoc]
    change ldlt N l d * (ldlt N l d)⁻¹ = 1
    exact Matrix.mul_nonsing_inv (ldlt N l d) hdet
  have h3 := forward_substitution l _ h2 i j hij
  rwa [Matrix.diagonal_mul] at h3
```

Q: Now the main statement. I see `i.castSucc` and `i.succ` where I expected \(i\) and \(i+1\).

A: They are exactly those sites. The index `i : Fin N` labels a bond, `i.castSucc` is its left end and `i.succ` its right end, while `Fin.last N` is site \(N\). For nonzero pivots \(d_0,\dots,d_N\), the theorem `selected_inversion` therefore states the value of \(G_{NN}\) and, for every bond, the relations for \(G_{i,i+1}\) and \(G_{ii}\). On a single site there are no bonds, and only \(G_{00}=1/d_0\) remains.

In the proof, `hT` is the symmetry of \(G\), and `row` expands a row of \(L^TG\). Then `hoff` is the off-diagonal equation after division by \(d_i\), and `hdiag` is the diagonal one. The closing `linear_combination` steps do the final substitution.

```lean
/-- Selected inversion: the last diagonal entry of the inverse of `L D Lᵀ` is `1 / d N`, and
each diagonal and nearest-neighbour entry follows from the next diagonal entry. -/
theorem selected_inversion (l d : ℕ → K) (hd : ∀ i ≤ N, d i ≠ 0) :
    (ldlt N l d)⁻¹ (Fin.last N) (Fin.last N) = 1 / d N ∧
    ∀ i : Fin N,
      (ldlt N l d)⁻¹ i.castSucc i.succ = -l i * (ldlt N l d)⁻¹ i.succ i.succ ∧
      (ldlt N l d)⁻¹ i.castSucc i.castSucc =
        1 / d i + l i ^ 2 * (ldlt N l d)⁻¹ i.succ i.succ := by
  have hA : (ldlt N l d)ᵀ = ldlt N l d := by
    simp [ldlt, Matrix.transpose_mul, Matrix.mul_assoc]
  have hT : ((ldlt N l d)⁻¹)ᵀ = (ldlt N l d)⁻¹ := by
    rw [Matrix.transpose_nonsing_inv, hA]
  constructor
  · -- the last row of `Lᵀ` is a unit vector
    have e : ∀ k : Fin (N + 1), lower N l k (Fin.last N) =
        if Fin.last N = k then 1 else 0 := by
      intro k
      have h : ¬ (k : ℕ) = N + 1 := k.isLt.ne
      simp [lower, Fin.ext_iff, h, @eq_comm ℕ N k]
    have h := half_solve l d hd (Fin.last N) (Fin.last N) le_rfl
    simp only [Matrix.mul_apply, Matrix.transpose_apply, e, ite_mul, one_mul, zero_mul,
      Finset.sum_ite_eq, Finset.mem_univ, if_true] at h
    change d N * _ = 1 at h
    rw [eq_div_iff (hd N le_rfl), mul_comm]
    exact h
  · intro i
    -- the other rows of `Lᵀ` couple a site to its right neighbour
    have e : ∀ k : Fin (N + 1), lower N l k i.castSucc =
        (if i.castSucc = k then 1 else 0) + (if i.succ = k then l i else 0) := by
      intro k
      simp [lower, Fin.ext_iff, @eq_comm ℕ (i : ℕ) k, @eq_comm ℕ ((i : ℕ) + 1) k]
    have row : ∀ j, ((lower N l)ᵀ * (ldlt N l d)⁻¹) i.castSucc j =
        (ldlt N l d)⁻¹ i.castSucc j + l i * (ldlt N l d)⁻¹ i.succ j := by
      intro j
      simp only [Matrix.mul_apply, Matrix.transpose_apply, e, add_mul,
        Finset.sum_add_distrib, ite_mul, one_mul, zero_mul, Finset.sum_ite_eq,
        Finset.mem_univ, if_true]
    have hdi : d i ≠ 0 := hd i i.isLt.le
    have hlt : i.castSucc < i.succ := Fin.lt_def.2 (Nat.lt_succ_self i)
    have h1 := half_solve l d hd i.castSucc i.succ hlt.le
    rw [if_neg hlt.ne, row] at h1
    have hoff := (mul_eq_zero.1 h1).resolve_left hdi
    have h2 := half_solve l d hd i.castSucc i.castSucc le_rfl
    rw [if_pos rfl, row] at h2
    change d i * _ = 1 at h2
    have hdiag := (eq_div_iff hdi).2 ((mul_comm _ _).trans h2)
    have hsym : (ldlt N l d)⁻¹ i.succ i.castSucc = (ldlt N l d)⁻¹ i.castSucc i.succ :=
      congrFun (congrFun hT i.castSucc) i.succ
    constructor
    · linear_combination hoff
    · linear_combination hdiag - l i * hsym - l i * hoff
```

Q: That concerns a matrix already factorised. Who says my chain is one?

A: The next theorem does, provided the pivots before the last site are nonzero; the last one is never divided by in the factorisation. The proof compares entries. The first row is treated separately, and in each later row the column is the left neighbour, the site itself, the right neighbour or something farther away. The identities `hmul` and `hpv` are \(d_kl_k=b_k\) and \(d_{i+1}+l_ib_i=a_{i+1}\).

```lean
/-- A chain Hamiltonian whose pivots before the last site are nonzero equals `L D Lᵀ`, with
multipliers given by hopping over pivot. -/
theorem chain_eq_ldlt (a b : ℕ → K) (hp : ∀ i < N, pivot a b i ≠ 0) :
    chain N a b = ldlt N (fun i => b i / pivot a b i) (pivot a b) := by
  have hmul : ∀ k < N, pivot a b k * (b k / pivot a b k) = b k := by
    intro k hk
    have h := hp k hk
    field_simp
  ext i j
  obtain ⟨j, hj⟩ := j
  rw [ldlt, Matrix.mul_assoc]
  induction i using Fin.cases with
  | zero =>
    rw [lower_mul_zero, Matrix.diagonal_mul, Matrix.transpose_apply]
    change (if 0 = j then a 0 else 0) + (if 0 = j + 1 then b j else 0) +
      (if 0 + 1 = j then b 0 else 0) = pivot a b 0 *
      ((if j = 0 then 1 else 0) + (if j = 0 + 1 then b 0 / pivot a b 0 else 0))
    rcases j with _ | _ | j
    · simp [pivot]
    · simp [hmul 0 (by omega)]
    · simp
  | succ i =>
    obtain ⟨i, hi⟩ := i
    rw [lower_mul_succ]
    simp only [Matrix.diagonal_mul, Matrix.transpose_apply]
    change (if i + 1 = j then a (i + 1) else 0) + (if i + 1 = j + 1 then b j else 0) +
      (if i + 1 + 1 = j then b (i + 1) else 0) = pivot a b (i + 1) *
      ((if j = i + 1 then 1 else 0) +
        (if j = i + 1 + 1 then b (i + 1) / pivot a b (i + 1) else 0)) +
      b i / pivot a b i * (pivot a b i *
        ((if j = i then 1 else 0) + (if j = i + 1 then b i / pivot a b i else 0)))
    have hm := hmul i hi
    have hpv : pivot a b (i + 1) + b i / pivot a b i * b i = a (i + 1) := by
      simp only [pivot]
      ring
    generalize b i / pivot a b i = q at hm hpv ⊢
    -- only the site itself and its two neighbours contribute
    rcases (by omega : j = i ∨ j = i + 1 ∨ j = i + 1 + 1 ∨
      (j ≠ i ∧ j ≠ i + 1 ∧ j ≠ i + 1 + 1)) with rfl | rfl | rfl | ⟨h1, h2, h3⟩
    · have h1 : ¬ j + 1 + 1 = j := by omega
      have h2 : ¬ j = j + 1 + 1 := by omega
      simp [h1, h2]
      linear_combination -hm
    · simp
      linear_combination -hpv - q * hm
    · have h : ¬ i + 1 + 1 = i := by omega
      simp [hmul (i + 1) (by omega), h]
    · split_ifs <;> first | omega | simp
```

Q: In `chain_selected_inversion` a sequence `g` appears with hypotheses. Have you assumed the answer?

A: No. The hypotheses say only that `g` starts from \(g_N=1/d_N\) and obeys \(g_i=1/d_i+(b_i/d_i)^2g_{i+1}\). Such a sequence can always be computed backwards from site \(N\). The conclusion is that \(g_i=G_{ii}\) and \(G_{i,i+1}=-(b_i/d_i)g_{i+1}\), where \(G\) is now the inverse of the chain. The proof is an induction from the last site to the first, using `selected_inversion` at each step.

```lean
/-- If the pivots on sites `0, …, N` are nonzero, a sequence `g` that starts from `g N = 1 / pivot a
b N` and obeys the backward recursion `hg` gives the diagonal of the inverse chain Hamiltonian, and
the entry between sites `i` and `i + 1` is `-(b i / pivot a b i) * g (i + 1)`. -/
theorem chain_selected_inversion (a b g : ℕ → K) (hp : ∀ i ≤ N, pivot a b i ≠ 0)
    (hN : g N = 1 / pivot a b N)
    (hg : ∀ i < N, g i = 1 / pivot a b i + (b i / pivot a b i) ^ 2 * g (i + 1)) :
    (∀ i : Fin (N + 1), (chain N a b)⁻¹ i i = g i) ∧
    ∀ i : Fin N, (chain N a b)⁻¹ i.castSucc i.succ =
      -(b i / pivot a b i) * g (i + 1) := by
  rw [chain_eq_ldlt a b fun i hi => hp i hi.le]
  have key := selected_inversion (fun i => b i / pivot a b i) (pivot a b) hp
  have diag : ∀ i : Fin (N + 1),
      (ldlt N (fun i => b i / pivot a b i) (pivot a b))⁻¹ i i = g i := by
    intro i
    induction i using Fin.reverseInduction with
    | last => exact key.1.trans hN.symm
    | cast i ih =>
      refine (key.2 i).2.trans ?_
      rw [ih]
      exact (hg i i.isLt).symm
  refine ⟨diag, fun i => (key.2 i).1.trans ?_⟩
  rw [diag i.succ]
  rfl
```

Q: You haven't mentioned the cost.

A: The theorems concern values, not running time or rounding error. The count is short, though: one forward sweep for the pivots and one backward sweep for `g`, each with a fixed number of field operations per site, so the work grows linearly with the chain length.

Q: Give me a case where I can check the numbers.

A: Take the grid Laplacian, with \(2\) on the diagonal and \(-1\) beside it, which has zero boundary values just outside the grid. Its pivots are \(d_k=(k+2)/(k+1)\), by induction from \(d_0=2\). The candidate \(g_k=(k+1)(N+1-k)/(N+2)\) has \(g_N=(N+1)/(N+2)=1/d_N\), and the recursion requires

\[
\frac{k+1}{k+2}+\left(\frac{k+1}{k+2}\right)^2\frac{(k+2)(N-k)}{N+2}
=\frac{k+1}{k+2}\cdot\frac{N+2+(k+1)(N-k)}{N+2}=g_k,
\]

which holds because the last numerator equals \((k+2)(N+1-k)\). In Lean, `hpiv` is the induction for the pivots, and `field_simp` with `ring` checks the recursion. For two sites both diagonal entries are \(2/3\). With grid spacing \(h\), the three-point finite-difference approximation to the electron's kinetic operator \(-\tfrac12\,d^2/dx^2\) (atomic units, same boundary values) is this matrix divided by \(2h^2\), so the inverse of that approximating matrix has diagonal \(2h^2g_k\).

```lean
/-- The grid Laplacian with `2` on the diagonal and `-1` beside it, on sites `0, …, N`, has
inverse diagonal `(i + 1) (N + 1 - i) / (N + 2)`. -/
theorem laplacian_inverse_diagonal (i : Fin (N + 1)) :
    (chain N (fun _ => (2 : ℝ)) (fun _ => -1))⁻¹ i i =
      ((i : ℕ) + 1 : ℝ) * (N + 1 - (i : ℕ)) / (N + 2) := by
  have hpiv : ∀ k : ℕ, pivot (fun _ => (2 : ℝ)) (fun _ => -1) k = (k + 2) / (k + 1) := by
    intro k
    induction k with
    | zero => simp [pivot]
    | succ k ih =>
      have h1 : (k : ℝ) + 1 ≠ 0 := by positivity
      have h2 : (k : ℝ) + 2 ≠ 0 := by positivity
      have h3 : (k : ℝ) + 1 + 1 ≠ 0 := by positivity
      simp only [pivot, ih]
      push_cast
      field_simp
      ring
  refine (chain_selected_inversion (fun _ => (2 : ℝ)) (fun _ => -1)
    (fun k => ((k : ℝ) + 1) * (N + 1 - k) / (N + 2)) ?_ ?_ ?_).1 i
  · intro k _
    rw [hpiv]
    positivity
  · rw [hpiv, one_div_div]
    ring
  · intro k _
    have h1 : (k : ℝ) + 1 ≠ 0 := by positivity
    have h2 : (k : ℝ) + 2 ≠ 0 := by positivity
    have h3 : (N : ℝ) + 2 ≠ 0 := by positivity
    simp only [hpiv]
    push_cast
    field_simp
    ring

end

end ChainSelectedInversion
```

```lean
#print axioms ChainSelectedInversion.chain_selected_inversion
-- 'ChainSelectedInversion.chain_selected_inversion' depends on axioms: [propext, Classical.choice, Quot.sound]
#print axioms ChainSelectedInversion.laplacian_inverse_diagonal
-- 'ChainSelectedInversion.laplacian_inverse_diagonal' depends on axioms: [propext, Classical.choice, Quot.sound]
```
